# Traces of products of three vector operators are proportional to the Levi-Civita symbol

A triple \(V=(V_x,V_y,V_z)\) is a vector operator for a triple \(J\) if, with \(\hbar=1\),

\[
[J_a,V_b]=i\sum_c\varepsilon_{abc}V_c .
\]

Given three vector operators \(A,B,C\) for the same \(J\) on a finite-dimensional space, which of the 27 traces \(T_{abc}=\operatorname{tr}(A_aB_bC_c)\) can differ from zero, and how are they related? The answer is

\[
T_{abc}=\tfrac16\,\varepsilon_{abc}\operatorname{tr}\bigl(A\cdot(B\times C)\bigr).
\]

One number therefore fixes all 27 traces. Divided by the dimension of the space, they are the infinite-temperature averages of the products \(A_aB_bC_c\).

In Lean the axes \(x,y,z\) are 0, 1, 2, and `n` labels the basis states.

```lean
import Mathlib

open Matrix
open Complex (I)

namespace VectorOperatorTraces

noncomputable section

variable {n : Type*} [Fintype n] [DecidableEq n]

/-- The Levi-Civita symbol, with the Cartesian axes x, y, z numbered 0, 1, 2. -/
def eps (a b c : Fin 3) : ℂ :=
  (![![![0, 0, 0], ![0, 0, 1], ![0, -1, 0]],
     ![![0, 0, -1], ![0, 0, 0], ![1, 0, 0]],
     ![![0, 1, 0], ![-1, 0, 0], ![0, 0, 0]]] : Fin 3 → Fin 3 → Fin 3 → ℂ) a b c
```

`IsVector J V` is the commutation relation above.

```lean
/-- `V` is a vector operator for the triple `J`: `[J_a, V_b] = i ∑_c ε_abc V_c`. -/
def IsVector (J V : Fin 3 → Matrix n n ℂ) : Prop :=
  ∀ a b, J a * V b - V b * J a = I • ∑ c, eps a b c • V c
```

The cross and triple products keep the operators in the order written.

```lean
/-- The cross product of two operator triples, `(B × C)_a = ∑_bc ε_abc B_b C_c`. -/
def crossOp (B C : Fin 3 → Matrix n n ℂ) (a : Fin 3) : Matrix n n ℂ :=
  ∑ b, ∑ c, eps a b c • (B b * C c)

/-- The scalar triple product `A · (B × C)` of three operator triples. -/
def tripleOp (A B C : Fin 3 → Matrix n n ℂ) : Matrix n n ℂ :=
  ∑ a, A a * crossOp B C a
```

## Finite matrices have traceless commutators

Physically, the operators act on a space with a finite basis, such as that of a spin. Every trace then exists, and every commutator is traceless. The derivation uses the second fact once, in \(\operatorname{tr}[J_k,A_aB_bC_c]=0\); the proof uses it as `Matrix.trace_mul_comm`. In infinite dimension this step can fail: \([x,p_x]=i\) is a non-zero multiple of the identity.

Position and momentum therefore enter only through truncated matrices, and one must check separately that these still satisfy `IsVector`. They do if the basis consists of complete angular momentum multiplets.

## A, B and C rotate under the same J

The hypotheses `hA`, `hB` and `hC` say that the three triples turn together under the rotations generated by \(J\). Expanding the traceless commutator by the product rule, inserting the three relations and dividing by \(i\) gives

\[
\sum_d(\varepsilon_{kad}T_{dbc}+\varepsilon_{kbd}T_{adc}+\varepsilon_{kcd}T_{abd})=0 .
\]

In the proof, `noncomm_ring` checks the product rule, and the rewrites with `hA`, `hB` and `hC` insert the relations.

```lean
/-- The third-order traces of three vector operators for the same `J` do not change under
an infinitesimal rotation of all three indices. -/
theorem trace_rotation_invariant {J A B C : Fin 3 → Matrix n n ℂ}
    (hA : IsVector J A) (hB : IsVector J B) (hC : IsVector J C) (k a b c : Fin 3) :
    ∑ d, (eps k a d * trace (A d * B b * C c) + eps k b d * trace (A a * B d * C c)
      + eps k c d * trace (A a * B b * C d)) = 0 := by
  -- the trace of the commutator of J_k with the product vanishes
  have h0 : trace ((J k * A a - A a * J k) * B b * C c
      + A a * (J k * B b - B b * J k) * C c
      + A a * B b * (J k * C c - C c * J k)) = 0 := by
    have e : (J k * A a - A a * J k) * B b * C c
        + A a * (J k * B b - B b * J k) * C c
        + A a * B b * (J k * C c - C c * J k)
        = J k * (A a * B b * C c) - (A a * B b * C c) * J k := by noncomm_ring
    rw [e, Matrix.trace_sub, Matrix.trace_mul_comm (J k), sub_self]
  rw [hA k a, hB k b, hC k c] at h0
  simp only [Fin.sum_univ_three, smul_add, add_mul, mul_add, smul_mul_assoc,
    mul_smul_comm, Matrix.trace_add, Matrix.trace_smul, smul_eq_mul] at h0
  apply mul_left_cancel₀ Complex.I_ne_zero
  rw [Fin.sum_univ_three]
  linear_combination h0
```

Write \((k;abc)\) for this equation. It determines \(T\) up to a factor:

- **Two equal indices.** For distinct \(a,b,c\), the equations \((a;aac)\), \((a;aca)\) and \((a;caa)\) give \(T_{aab}=T_{aba}=T_{baa}=0\).
- **Three equal indices.** \((2;100)\) gives \(T_{000}=T_{110}+T_{101}=0\). Likewise \((0;211)\) gives \(T_{111}=T_{221}+T_{212}=0\), and \((1;022)\) gives \(T_{222}=T_{002}+T_{020}=0\).
- **Distinct indices.** \((2;002)\), \((0;011)\) and \((1;010)\) give \(T_{102}=T_{021}=T_{210}=-T_{012}\). Then \((1;100)\) gives \(T_{120}=-T_{102}=T_{012}\), and \((1;001)\) gives \(T_{201}=-T_{021}=T_{012}\).

Hence \(T_{abc}=\varepsilon_{abc}T_{012}\). The next proof takes the same components: `p` holds the first group, `t0` to `t2` the second and `s1` to `s5` the third.

```lean
/-- A tensor of rank three that is invariant under infinitesimal rotations is a multiple of
the Levi-Civita symbol. -/
theorem isotropic_rank_three (T : Fin 3 → Fin 3 → Fin 3 → ℂ)
    (h : ∀ k a b c, ∑ d, (eps k a d * T d b c + eps k b d * T a d c
      + eps k c d * T a b d) = 0) (a b c : Fin 3) :
    T a b c = eps a b c * T 0 1 2 := by
  -- entries with exactly two equal indices vanish: rotate about the repeated axis
  have p : ∀ a b c : Fin 3, a ≠ b → b ≠ c → a ≠ c →
      T a a b = 0 ∧ T a b a = 0 ∧ T b a a = 0 := by
    intro a b c hab hbc hac
    have h1 := h a a a c
    have h2 := h a a c a
    have h3 := h a c a a
    clear h
    fin_cases a <;> fin_cases b <;> fin_cases c <;>
      simp_all [eps, Fin.sum_univ_three]
  obtain ⟨a1, a2, a3⟩ := p 0 1 2 (by decide) (by decide) (by decide)
  obtain ⟨b1, b2, b3⟩ := p 0 2 1 (by decide) (by decide) (by decide)
  obtain ⟨c1, c2, c3⟩ := p 1 0 2 (by decide) (by decide) (by decide)
  obtain ⟨d1, d2, d3⟩ := p 1 2 0 (by decide) (by decide) (by decide)
  obtain ⟨e1, e2, e3⟩ := p 2 0 1 (by decide) (by decide) (by decide)
  obtain ⟨f1, f2, f3⟩ := p 2 1 0 (by decide) (by decide) (by decide)
  -- entries with three equal indices vanish
  have t0 : T 0 0 0 = 0 := by
    linear_combination (norm := simp [eps, Fin.sum_univ_three])
      c1 + c2 - h 2 1 0 0
  have t1 : T 1 1 1 = 0 := by
    linear_combination (norm := simp [eps, Fin.sum_univ_three])
      f1 + f2 - h 0 2 1 1
  have t2 : T 2 2 2 = 0 := by
    linear_combination (norm := simp [eps, Fin.sum_univ_three])
      b1 + b2 - h 1 0 2 2
  -- the remaining entries are antisymmetric
  have s1 : T 1 0 2 = -T 0 1 2 := by
    linear_combination (norm := simp [eps, Fin.sum_univ_three]) h 2 0 0 2
  have s2 : T 0 2 1 = -T 0 1 2 := by
    linear_combination (norm := simp [eps, Fin.sum_univ_three]) h 0 0 1 1
  have s3 : T 2 1 0 = -T 0 1 2 := by
    linear_combination (norm := simp [eps, Fin.sum_univ_three]) -h 1 0 1 0
  have s4 : T 1 2 0 = T 0 1 2 := by
    linear_combination (norm := simp [eps, Fin.sum_univ_three]) -h 1 1 0 0 - s1
  have s5 : T 2 0 1 = T 0 1 2 := by
    linear_combination (norm := simp [eps, Fin.sum_univ_three]) -h 1 0 0 1 - s2
  clear h p
  fin_cases a <;> fin_cases b <;> fin_cases c <;>
    simp [eps, a1, a2, a3, b1, b2, b3, c1, c2, c3, d1, d2, d3, e1, e2, e3, f1, f2, f3,
      t0, t1, t2, s1, s2, s3, s4, s5]
```

Contraction fixes the factor:

\[
\operatorname{tr}\bigl(A\cdot(B\times C)\bigr)=\sum_{abc}\varepsilon_{abc}T_{abc}
=T_{012}\sum_{abc}\varepsilon_{abc}^2=6\,T_{012}.
\]

This is `h6` below, with `t` for \(T_{012}\).

```lean
/-- For three vector operators `A`, `B`, `C` with respect to the same `J`,
`tr(A_a B_b C_c) = ε_abc tr(A · (B × C)) / 6` for all indices. -/
theorem trace_three_vectors {J A B C : Fin 3 → Matrix n n ℂ}
    (hA : IsVector J A) (hB : IsVector J B) (hC : IsVector J C) (a b c : Fin 3) :
    trace (A a * B b * C c) = eps a b c * trace (tripleOp A B C) / 6 := by
  obtain ⟨t, ht⟩ : ∃ t : ℂ, ∀ a b c, trace (A a * B b * C c) = eps a b c * t :=
    ⟨_, isotropic_rank_three (fun a b c => trace (A a * B b * C c))
      (trace_rotation_invariant hA hB hC)⟩
  -- contraction with the Levi-Civita symbol gives the factor six
  have h6 : trace (tripleOp A B C) = 6 * t := by
    simp only [tripleOp, crossOp, Finset.mul_sum, Matrix.trace_sum, mul_smul_comm,
      Matrix.trace_smul, smul_eq_mul, ← mul_assoc, ht]
    simp [eps, Fin.sum_univ_three]
    ring
  rw [ht, h6]
  ring
```

By linearity in each factor, components along \(u,v,w\) give \(\sum_{abc}u_av_bw_c\varepsilon_{abc}=u\cdot(v\times w)\). The directions may be complex, and nothing is conjugated.

```lean
/-- For components of three vector operators for the same `J` along directions `u`, `v`, `w`, the
trace of the product is `u · (v × w)` times `tr(A · (B × C)) / 6`. -/
theorem trace_along_directions {J A B C : Fin 3 → Matrix n n ℂ}
    (hA : IsVector J A) (hB : IsVector J B) (hC : IsVector J C) (u v w : Fin 3 → ℂ) :
    trace ((∑ a, u a • A a) * (∑ b, v b • B b) * (∑ c, w c • C c))
      = (u ⬝ᵥ crossProduct v w) * trace (tripleOp A B C) / 6 := by
  simp only [Fin.sum_univ_three, add_mul, mul_add, smul_mul_assoc, mul_smul_comm,
    Matrix.trace_add, Matrix.trace_smul, smul_eq_mul, trace_three_vectors hA hB hC]
  generalize trace (tripleOp A B C) = t
  simp [eps, cross_apply, dotProduct, Fin.sum_univ_three]
  ring
```

If \(A\) is not a vector operator, the formula can fail: with every \(A_a=1\) and \(B=C=S\), the spin-1/2 triple, \(T_{xxx}=\operatorname{tr}(S_x^2)=1/2\) instead of 0. A common \(J\) matters too. The triple \(A=(S_y,-S_x,S_z)\) is a vector operator for itself, but with \(B=C=S\) it gives \(T_{xxz}=\operatorname{tr}(S_yS_xS_z)=-i/4\) instead of 0.

## J is an angular momentum

The results so far do not assume the commutation relations of \(J\) with itself. They enter as `IsVector J J`, the commutation relations of an angular momentum; that \(J\) is Hermitian is not needed. Then \((J\times J)_x=J_yJ_z-J_zJ_y=iJ_x\), and cyclically, so \(J\cdot(J\times J)=iJ^2\) and

\[
\operatorname{tr}(J_aJ_bJ_c)=\tfrac{i}{6}\,\varepsilon_{abc}\operatorname{tr}(J^2).
\]

In the proof, `hc` is the cross product and `ht` the triple product.

```lean
/-- If `J` obeys the angular momentum relations `[J_a, J_b] = i ∑_c ε_abc J_c`, then
`tr(J_a J_b J_c) = i ε_abc tr(J²) / 6`. -/
theorem trace_three_angular_momenta {J : Fin 3 → Matrix n n ℂ} (hJ : IsVector J J)
    (a b c : Fin 3) :
    trace (J a * J b * J c) = I * eps a b c * trace (∑ d, J d * J d) / 6 := by
  -- the angular momentum relations in the form J × J = i J
  have hc : ∀ d, crossOp J J d = I • J d := by
    intro d
    have h0 := hJ 1 2
    have h1 := hJ 2 0
    have h2 := hJ 0 1
    simp [eps, Fin.sum_univ_three] at h0 h1 h2
    fin_cases d
    · refine Eq.trans ?_ h0
      simp [crossOp, eps, Fin.sum_univ_three]
      abel
    · refine Eq.trans ?_ h1
      simp [crossOp, eps, Fin.sum_univ_three]
      abel
    · refine Eq.trans ?_ h2
      simp [crossOp, eps, Fin.sum_univ_three]
      abel
  have ht : tripleOp J J J = I • ∑ d, J d * J d := by
    simp only [tripleOp, hc, mul_smul_comm, Finset.smul_sum]
  rw [trace_three_vectors hJ hJ hJ, ht, Matrix.trace_smul, smul_eq_mul]
  ring
```

For \(2S\), which is a vector operator for \(S\) but not for itself, the \(xyz\) trace is \(2i\), while this formula would give \(i\).

## The components are Hermitian

Hermiticity makes the components of \(V\) observables. Conjugating the trace reverses the factors (`h1`), and the reversal changes the sign of \(\varepsilon\) (`he`, `h2`):

\[
\overline{\operatorname{tr}(V_aV_bV_c)}=\operatorname{tr}(V_cV_bV_a)=-\operatorname{tr}(V_aV_bV_c).
\]

The real part is therefore zero. \(J\) itself need not be Hermitian.

```lean
/-- The third-order traces of a single vector operator with Hermitian components are purely
imaginary. -/
theorem trace_hermitian_re_eq_zero {J V : Fin 3 → Matrix n n ℂ} (hV : IsVector J V)
    (hH : ∀ a, (V a).IsHermitian) (a b c : Fin 3) :
    (trace (V a * V b * V c)).re = 0 := by
  -- conjugation reverses the order of the factors, which flips the sign
  have h1 : star (trace (V a * V b * V c)) = trace (V c * V b * V a) := by
    rw [← Matrix.trace_conjTranspose, Matrix.conjTranspose_mul, Matrix.conjTranspose_mul,
      (hH a).eq, (hH b).eq, (hH c).eq, mul_assoc]
  have he : eps c b a = -eps a b c := by
    fin_cases a <;> fin_cases b <;> fin_cases c <;> simp [eps]
  have h2 : trace (V c * V b * V a) = -trace (V a * V b * V c) := by
    rw [trace_three_vectors hV hV hV c b a, trace_three_vectors hV hV hV a b c, he]
    ring
  have h3 := congrArg Complex.re (h1.trans h2)
  simp only [Complex.star_def, Complex.conj_re, Complex.neg_re] at h3
  linarith
```

Without Hermiticity the trace can be real and non-zero: \(V=iS\) gives \(\operatorname{tr}(V_xV_yV_z)=1/4\).

## Spin 1/2 has a non-zero trace

The matrices \(S_a=\sigma_a/2\), with \(\sigma_a\) the Pauli matrices, satisfy `IsVector` for themselves. Since \(S_xS_y=iS_z/2\) and \(S_z^2=1/4\), the product \(S_xS_yS_z\) is \(i/8\) times the identity, with trace \(i/4\). Lean checks both statements entry by entry.

```lean
/-- The spin-1/2 matrices, half the Pauli matrices. -/
def spinHalf : Fin 3 → Matrix (Fin 2) (Fin 2) ℂ :=
  ![!![0, 1 / 2; 1 / 2, 0], !![0, -I / 2; I / 2, 0], !![1 / 2, 0; 0, -1 / 2]]

/-- The spin-1/2 matrices form a vector operator for themselves, and
`tr(S_x S_y S_z) = i/4`. -/
theorem spinHalf_witness : IsVector spinHalf spinHalf ∧
    trace (spinHalf 0 * spinHalf 1 * spinHalf 2) = I / 4 := by
  constructor
  · intro a b
    fin_cases a <;> fin_cases b <;> ext i j <;> fin_cases i <;> fin_cases j <;>
      simp [spinHalf, eps, Fin.sum_univ_three, Matrix.mul_apply, Fin.sum_univ_two] <;>
      ring_nf <;> norm_num [Complex.I_sq]
  · simp [spinHalf, Matrix.trace_fin_two, Matrix.mul_apply, Fin.sum_univ_two]
    ring

end

end VectorOperatorTraces
```

```lean
#print axioms VectorOperatorTraces.trace_three_vectors
-- 'VectorOperatorTraces.trace_three_vectors' depends on axioms: [propext, Classical.choice, Quot.sound]
#print axioms VectorOperatorTraces.trace_along_directions
-- 'VectorOperatorTraces.trace_along_directions' depends on axioms: [propext, Classical.choice, Quot.sound]
#print axioms VectorOperatorTraces.trace_three_angular_momenta
-- 'VectorOperatorTraces.trace_three_angular_momenta' depends on axioms: [propext, Classical.choice, Quot.sound]
#print axioms VectorOperatorTraces.trace_hermitian_re_eq_zero
-- 'VectorOperatorTraces.trace_hermitian_re_eq_zero' depends on axioms: [propext, Classical.choice, Quot.sound]
```
